# For continuous, even elastic scattering in an isotropic 2D band, the iterative Boltzmann solver converges to the momentum-relaxation time

I describe elastic scattering in an isotropic two-dimensional band by a rate W(θ) per unit scattering angle. My Boltzmann solver starts from zero, and its first step only knows the self-energy lifetime, which counts all collisions alike. The momentum-relaxation time instead weights them with 1 − cos θ. How does repeating the same step produce that weight, and can the converged time be shorter than the lifetime?

## Each step adds a power of the mean scattering cosine

Define the momentum-relaxation time from W alone, without reference to the solver; that the two agree is then something to prove. With all integrals over −π to π, set

Γ = ∫W,  M = ∫W cos,  t0 = 1/Γ,  c = M/Γ,  τ = 1/∫W(1 − cos).

Let W be continuous, nonnegative, even, 2π-periodic and not identically zero. Continuity gives an angle with W > 0 and sin ≠ 0, where |cos| < 1. Hence, for |s| ≤ 1, the nonnegative function W(1 − s cos) is positive somewhere, and

Γ − sM = ∫W(1 − s cos) > 0.

Taking s = 0, 1 and −1 gives Γ > 0 and |M| < Γ, so |c| < 1.

The solver treats the steady, spatially uniform Boltzmann equation, linearised in a weak electric field along θ = 0. Let F(θ) be the first-order change of the distribution, divided by the factors common to the whole energy shell, so that F is a time and the driving term is cos θ. A solver step sends F to

t0(cos θ + ∫W(θ − φ)F(φ)dφ).

For F = cos, substitute u = θ − φ and shift the interval back by periodicity:

∫W(θ − φ)cos φ dφ = cos θ ∫W(u)cos u du + sin θ ∫W(u)sin u du = M cos θ.

The sine integral vanishes because W is even. A step therefore maps a cos θ to (t0 + ca)cos θ. From a₀ = 0, induction gives

aₙ = t0(1 + c + … + cⁿ⁻¹),

since t0 + caₙ = t0(1 + c + … + cⁿ). The limit is

t0/(1 − c) = 1/(Γ − M) = τ.

Summing the lifetime term and all the in-scattering corrections thus produces the 1 − cos weight in the rate 1/τ. As |cos θ| ≤ 1, the error at every angle is at most |aₙ − τ|, so convergence is uniform. Since t0 and 1 − c are positive, τ > t0 exactly when c > 0. For c < 0, where backward scattering outweighs forward scattering in the cosine average, the converged time is indeed shorter.

In the Lean file, `IsScatteringRate W` collects the assumptions on W. Evenness expresses mirror symmetry and excludes skew scattering; continuity excludes a delta-function peak. `lifetime`, `meanCos` and `momentumTime` are t0, c and τ, and `bteStep W` is one step. In `(bteStep W)^[n] 0`, the zero is the zero distribution and n counts steps.

The theorems give |c| < 1, the formula for every iterate, uniform convergence to τ cos θ, and the criterion for τ > t0. They also identify τ cos θ as the only stationary solution among multiples of cos θ. The model has a single energy shell and continuous angles, with no inelastic scattering, band anisotropy or discretised grid.

```lean
import Mathlib

open Real Filter

namespace IterativeBoltzmann

noncomputable section

/-- An angular scattering rate `W`: continuous, nonnegative, even and `2π`-periodic in the
scattering angle, and not identically zero. -/
structure IsScatteringRate (W : ℝ → ℝ) : Prop where
  continuous : Continuous W
  nonneg : ∀ θ, 0 ≤ W θ
  even : ∀ θ, W (-θ) = W θ
  periodic : Function.Periodic W (2 * π)
  nonzero : ∃ θ, W θ ≠ 0

/-- The total scattering rate out of a state, the integral of `W` over all angles. -/
def outRate (W : ℝ → ℝ) : ℝ := ∫ φ in -π..π, W φ

/-- The scattering rate weighted with the cosine of the scattering angle. -/
def cosMoment (W : ℝ → ℝ) : ℝ := ∫ φ in -π..π, W φ * cos φ

/-- The self-energy lifetime `t0`, the inverse of the total scattering rate, for a nonzero
total rate. -/
def lifetime (W : ℝ → ℝ) : ℝ := 1 / outRate W

/-- The mean cosine `c` of the scattering angle, for a nonzero total rate. -/
def meanCos (W : ℝ → ℝ) : ℝ := lifetime W * cosMoment W

/-- The momentum-relaxation time, the inverse of the rate weighted with `1 - cos`, for a
nonzero weighted rate. -/
def momentumTime (W : ℝ → ℝ) : ℝ := 1 / ∫ φ in -π..π, W φ * (1 - cos φ)

/-- One step of the iterative Boltzmann solver: the driving term `cos` plus the in-scattering
from the present distribution `F`, multiplied by the lifetime. -/
def bteStep (W F : ℝ → ℝ) : ℝ → ℝ := fun θ =>
  lifetime W * (cos θ + ∫ φ in -π..π, W (θ - φ) * F φ)

variable {W : ℝ → ℝ}

/-- If `IsScatteringRate W` and `|s| ≤ 1`, the rate weighted with `1 - s cos` is the total rate
minus `s` times the cosine moment, and it is strictly positive. -/
theorem weighted_rate (hW : IsScatteringRate W) {s : ℝ} (hs : |s| ≤ 1) :
    (∫ φ in -π..π, W φ * (1 - s * cos φ)) = outRate W - s * cosMoment W ∧
      0 < outRate W - s * cosMoment W := by
  have hWc := hW.continuous
  have split : (∫ φ in -π..π, W φ * (1 - s * cos φ)) = outRate W - s * cosMoment W := by
    have hf : (fun φ => W φ * (1 - s * cos φ)) = fun φ => W φ - s * (W φ * cos φ) := by
      funext φ
      ring
    have h2 : Continuous (fun φ => s * (W φ * cos φ)) := by fun_prop
    rw [hf, intervalIntegral.integral_sub (hWc.intervalIntegrable _ _)
      (h2.intervalIntegrable _ _), intervalIntegral.integral_const_mul]
    rfl
  refine ⟨split, ?_⟩
  rw [← split]
  -- by continuity some angle with `W > 0` is neither forward nor backward
  obtain ⟨x, hx, hsin⟩ : ∃ x, 0 < W x ∧ sin x ≠ 0 := by
    obtain ⟨x, hx⟩ := hW.nonzero
    have hpos : 0 < W x := lt_of_le_of_ne (hW.nonneg x) (Ne.symm hx)
    by_cases h0 : sin x = 0
    · obtain ⟨ε, hε, hball⟩ := Metric.mem_nhds_iff.1
        ((isOpen_lt continuous_const hWc).mem_nhds hpos)
      have hδ : 0 < min (ε / 2) 1 := lt_min (by linarith) one_pos
      have hδε : min (ε / 2) 1 ≤ ε / 2 := min_le_left _ _
      have hδ1 : min (ε / 2) 1 ≤ 1 := min_le_right _ _
      refine ⟨x + min (ε / 2) 1, hball ?_, ?_⟩
      · rw [Metric.mem_ball, Real.dist_eq, add_sub_cancel_left, abs_of_pos hδ]
        linarith
      · have hcos : cos x ≠ 0 := by
          intro hc
          have h := sin_sq_add_cos_sq x
          rw [h0, hc] at h
          norm_num at h
        rw [sin_add, h0, zero_mul, zero_add]
        exact mul_ne_zero hcos
          (sin_pos_of_pos_of_lt_pi hδ (by linarith [pi_gt_three])).ne'
    · exact ⟨x, hpos, h0⟩
  have hbound : ∀ y, s * cos y ≤ |cos y| := fun y => by
    calc s * cos y ≤ |s * cos y| := le_abs_self _
      _ = |s| * |cos y| := abs_mul _ _
      _ ≤ |cos y| := mul_le_of_le_one_left (abs_nonneg _) hs
  have hlt : |cos x| < 1 := by
    have h1 : 0 < sin x ^ 2 := by positivity
    have h2 := sin_sq_add_cos_sq x
    rw [abs_lt]
    constructor <;> nlinarith
  have hp : Function.Periodic (fun φ => W φ * (1 - s * cos φ)) (2 * π) := fun y => by
    show W (y + 2 * π) * (1 - s * cos (y + 2 * π)) = W y * (1 - s * cos y)
    rw [hW.periodic y, cos_add_two_pi]
  -- bring that angle into the integration interval
  obtain ⟨y, hy, hxy⟩ := hp.exists_mem_Ico (by positivity) x (-π)
  have hgx : 0 < W x * (1 - s * cos x) := mul_pos hx (by linarith [hbound x])
  have hgc : Continuous (fun φ => W φ * (1 - s * cos φ)) := by fun_prop
  exact intervalIntegral.integral_pos (by linarith [pi_pos]) hgc.continuousOn
    (fun z _ => mul_nonneg (hW.nonneg z) (by linarith [hbound z, abs_cos_le_one z]))
    ⟨y, ⟨hy.1, by linarith [hy.2]⟩, lt_of_lt_of_eq hgx hxy⟩

/-- If `IsScatteringRate W`, the mean scattering cosine is strictly between `-1` and `1`. -/
theorem abs_meanCos_lt_one (hW : IsScatteringRate W) : |meanCos W| < 1 := by
  have h0 := (weighted_rate hW (s := 0) (by norm_num)).2
  have h1 := (weighted_rate hW (s := 1) (by norm_num)).2
  have h2 := (weighted_rate hW (s := -1) (by norm_num)).2
  have hΓ : 0 < outRate W := by linarith
  rw [meanCos, lifetime, one_div, inv_mul_eq_div, abs_div, abs_of_pos hΓ, div_lt_one hΓ,
    abs_lt]
  constructor <;> linarith

/-- If `IsScatteringRate W`, in-scattering maps the distribution `cos` to a multiple of itself, the
factor being the cosine moment of the rate. -/
theorem inScattering_cos (hW : IsScatteringRate W) (θ : ℝ) :
    (∫ φ in -π..π, W (θ - φ) * cos φ) = cosMoment W * cos θ := by
  have hWc := hW.continuous
  -- pass to the scattering angle `u = θ - φ`
  have h1 : (∫ φ in -π..π, W (θ - φ) * cos φ)
      = ∫ u in (θ - π)..(θ - -π), W u * cos (θ - u) := by
    have h := intervalIntegral.integral_comp_sub_left (a := -π) (b := π)
      (fun u => W u * cos (θ - u)) θ
    simpa only [sub_sub_cancel] using h
  -- shift the interval back by periodicity
  have hp : Function.Periodic (fun u => W u * cos (θ - u)) (2 * π) := fun u => by
    show W (u + 2 * π) * cos (θ - (u + 2 * π)) = W u * cos (θ - u)
    rw [hW.periodic u, show θ - (u + 2 * π) = θ - u - 2 * π by ring, cos_sub_two_pi]
  have h2 := hp.intervalIntegral_add_eq (θ - π) (-π)
  rw [show θ - π + 2 * π = θ - -π by ring, show -π + 2 * π = π by ring] at h2
  -- the sine part vanishes because `W` is even
  have hodd : (∫ u in -π..π, W u * sin u) = 0 := by
    have h := intervalIntegral.integral_comp_neg (a := -π) (b := π) (fun u => W u * sin u)
    simp only [hW.even, sin_neg, mul_neg, intervalIntegral.integral_neg, neg_neg] at h
    linarith
  have h3 : (∫ u in -π..π, W u * cos (θ - u)) = cosMoment W * cos θ := by
    have hf : (fun u => W u * cos (θ - u))
        = fun u => cos θ * (W u * cos u) + sin θ * (W u * sin u) := by
      funext u
      rw [cos_sub]
      ring
    have hc : Continuous (fun u => cos θ * (W u * cos u)) := by fun_prop
    have hs : Continuous (fun u => sin θ * (W u * sin u)) := by fun_prop
    rw [hf, intervalIntegral.integral_add (hc.intervalIntegrable _ _)
      (hs.intervalIntegrable _ _), intervalIntegral.integral_const_mul,
      intervalIntegral.integral_const_mul, hodd, cosMoment]
    ring
  exact h1.trans (h2.trans h3)

/-- If `IsScatteringRate W`, a solver step turns the distribution `a cos` into `(t0 + c a) cos`. -/
theorem bteStep_cos (hW : IsScatteringRate W) (a : ℝ) :
    bteStep W (fun θ => a * cos θ) = fun θ => (lifetime W + meanCos W * a) * cos θ := by
  funext θ
  have h : (∫ φ in -π..π, W (θ - φ) * (a * cos φ)) = a * (cosMoment W * cos θ) := by
    rw [← inScattering_cos hW θ, ← intervalIntegral.integral_const_mul]
    congr 1
    funext φ
    ring
  simp only [bteStep, h, meanCos]
  ring

/-- If `IsScatteringRate W`, the solver started from zero gives after `n` steps the distribution
`t0 (1 + c + ... + c^(n-1)) cos`. -/
theorem iterate_eq (hW : IsScatteringRate W) (n : ℕ) :
    (bteStep W)^[n] 0 =
      fun θ => (lifetime W * ∑ k ∈ Finset.range n, meanCos W ^ k) * cos θ := by
  induction n with
  | zero =>
    funext θ
    simp
  | succ n ih =>
    rw [Function.iterate_succ_apply', ih, bteStep_cos hW]
    funext θ
    rw [geom_sum_succ]
    ring

/-- If `IsScatteringRate W`, the momentum-relaxation time is `t0 / (1 - c)`. -/
theorem momentumTime_eq (hW : IsScatteringRate W) :
    momentumTime W = lifetime W / (1 - meanCos W) := by
  have h0 := (weighted_rate hW (s := 0) (by norm_num)).2
  obtain ⟨h1, h2⟩ := weighted_rate hW (s := 1) (by norm_num)
  simp only [one_mul] at h1 h2
  have hΓ : outRate W ≠ 0 := by linarith
  have hd : outRate W - cosMoment W ≠ 0 := h2.ne'
  have hden : 1 - 1 / outRate W * cosMoment W
      = (outRate W - cosMoment W) / outRate W := by
    field_simp
  rw [momentumTime, h1, meanCos, lifetime, hden]
  field_simp

/-- If `IsScatteringRate W`, a distribution `a cos` solves the stationary Boltzmann equation exactly
when `a` is the momentum-relaxation time. -/
theorem stationary_iff (hW : IsScatteringRate W) (a : ℝ) :
    bteStep W (fun θ => a * cos θ) = (fun θ => a * cos θ) ↔ a = momentumTime W := by
  have hc : 1 - meanCos W ≠ 0 := by
    have h := (abs_lt.1 (abs_meanCos_lt_one hW)).2
    linarith
  rw [bteStep_cos hW, momentumTime_eq hW, eq_div_iff hc]
  constructor
  · intro h
    have h' := congrFun h 0
    simp only [cos_zero, mul_one] at h'
    linear_combination -h'
  · intro h
    funext θ
    linear_combination (-cos θ) * h

/-- If `IsScatteringRate W`, the iterative Boltzmann solver started from zero converges, uniformly
in angle, to the momentum-relaxation solution. -/
theorem iterate_tendsto (hW : IsScatteringRate W) :
    TendstoUniformly (fun n => (bteStep W)^[n] 0) (fun θ => momentumTime W * cos θ)
      atTop := by
  -- the amplitudes are partial sums of a geometric series
  have hA : Tendsto (fun n => lifetime W * ∑ k ∈ Finset.range n, meanCos W ^ k) atTop
      (nhds (momentumTime W)) := by
    rw [momentumTime_eq hW, div_eq_mul_inv]
    exact (hasSum_geometric_of_abs_lt_one
      (abs_meanCos_lt_one hW)).tendsto_sum_nat.const_mul _
  rw [Metric.tendstoUniformly_iff]
  intro ε hε
  filter_upwards [Metric.tendsto_nhds.1 hA ε hε] with n hn θ
  rw [Real.dist_eq] at hn
  rw [iterate_eq hW n, dist_comm, Real.dist_eq, ← sub_mul, abs_mul]
  exact lt_of_le_of_lt (mul_le_of_le_one_right (abs_nonneg _) (abs_cos_le_one θ)) hn

/-- If `IsScatteringRate W`, the momentum-relaxation time exceeds the self-energy lifetime exactly
when the mean scattering cosine is positive. -/
theorem lifetime_lt_momentumTime_iff (hW : IsScatteringRate W) :
    lifetime W < momentumTime W ↔ 0 < meanCos W := by
  have h0 := (weighted_rate hW (s := 0) (by norm_num)).2
  have ht : 0 < lifetime W := one_div_pos.2 (by linarith)
  have hc : 0 < 1 - meanCos W := by
    have h := (abs_lt.1 (abs_meanCos_lt_one hW)).2
    linarith
  rw [momentumTime_eq hW, lt_div_iff₀ hc]
  constructor
  · intro h
    exact (mul_pos_iff_of_pos_left ht).1 (by linarith)
  · intro h
    nlinarith [mul_pos ht h]

/-- For `|g| ≤ 1` the rate `1 + g cos` is an admissible scattering rate, and its mean
scattering cosine is `g / 2`. -/
theorem isScatteringRate_witness {g : ℝ} (hg : |g| ≤ 1) :
    IsScatteringRate (fun θ => 1 + g * cos θ) ∧
      meanCos (fun θ => 1 + g * cos θ) = g / 2 := by
  have hgc : Continuous (fun φ : ℝ => g * cos φ) := by fun_prop
  have hgc2 : Continuous (fun φ : ℝ => g * cos φ ^ 2) := by fun_prop
  have h1c : Continuous (fun _ : ℝ => (1 : ℝ)) := continuous_const
  constructor
  · refine ⟨by fun_prop, fun θ => ?_, fun θ => ?_, fun θ => ?_, ⟨π / 2, ?_⟩⟩
    · have h : |g * cos θ| ≤ 1 := by
        rw [abs_mul]
        exact (mul_le_of_le_one_right (abs_nonneg _) (abs_cos_le_one θ)).trans hg
      show 0 ≤ 1 + g * cos θ
      linarith [(abs_le.1 h).1]
    · simp only [cos_neg]
    · simp only [cos_add_two_pi]
    · simp only [cos_pi_div_two, mul_zero, add_zero]
      exact one_ne_zero
  · have h1 : (∫ φ in -π..π, (1 + g * cos φ)) = 2 * π := by
      rw [intervalIntegral.integral_add (h1c.intervalIntegrable _ _)
        (hgc.intervalIntegrable _ _), intervalIntegral.integral_const_mul, integral_cos,
        intervalIntegral.integral_const]
      simp only [sin_neg, sin_pi, smul_eq_mul]
      ring
    have h2 : (∫ φ in -π..π, (1 + g * cos φ) * cos φ) = g * π := by
      have hf : (fun φ => (1 + g * cos φ) * cos φ) = fun φ => cos φ + g * cos φ ^ 2 := by
        funext φ
        ring
      rw [hf, intervalIntegral.integral_add (continuous_cos.intervalIntegrable _ _)
        (hgc2.intervalIntegrable _ _), intervalIntegral.integral_const_mul, integral_cos,
        integral_cos_sq]
      simp only [sin_neg, sin_pi]
      ring
    have hπ : π ≠ 0 := pi_ne_zero
    rw [meanCos, lifetime, outRate, cosMoment, h1, h2]
    field_simp

end

end IterativeBoltzmann
```

```lean
#print axioms IterativeBoltzmann.stationary_iff
#print axioms IterativeBoltzmann.iterate_tendsto
#print axioms IterativeBoltzmann.lifetime_lt_momentumTime_iff
```

```
'IterativeBoltzmann.stationary_iff' depends on axioms: [propext, Classical.choice, Quot.sound]
'IterativeBoltzmann.iterate_tendsto' depends on axioms: [propext, Classical.choice, Quot.sound]
'IterativeBoltzmann.lifetime_lt_momentumTime_iff' depends on axioms: [propext, Classical.choice, Quot.sound]
```

`weighted_rate` proves the positivity statement: if the angle it finds has sin = 0, it moves slightly away, then uses periodicity to bring the angle into the integration interval. `abs_meanCos_lt_one` applies the three values of s. `inScattering_cos` performs the substitution, shift and parity argument, and `bteStep_cos` turns the result into the map on amplitudes.

`iterate_eq` is the induction, with `geom_sum_succ` supplying the next partial sum. `momentumTime_eq` does the algebra for τ, and `stationary_iff` solves a = t0 + ca by evaluating at θ = 0. `iterate_tendsto` combines the geometric series with |cos θ| ≤ 1, while `lifetime_lt_momentumTime_iff` compares the two times. Finally, `isScatteringRate_witness` shows that W = 1 + g cos with |g| ≤ 1 is admissible and has c = g/2, so both signs of c occur.

In a first-principles calculation, F becomes a vector for each band and k-point, cos θ becomes the band velocity, and the integral becomes a sum over final states weighted with the computed scattering rates. The first step from zero gives lifetime times velocity, the self-energy relaxation-time approximation; later steps feed the current F back into the sum. In the present one-shell model with g = 1, the amplitudes run t0, 1.5 t0, 1.75 t0 and so on towards 2 t0, so stopping after the first step would halve the mobility.
